# Linear extrapolation in the coupling never underestimates the ground energy of a Hermitian matrix $H_0+gV$

Suppose a Monte Carlo calculation has no sign problem at two couplings $a<b\le 0$, but the physical coupling is $g=1$. A straight line through the two ground energies gives a number at $g=1$, but without further information its error could have either sign, and the number would bound nothing. For Hermitian matrices $H_0$ and $V$ the sign is fixed: the extrapolated value is an upper bound.

The bound applies to auxiliary-field calculations in a finite basis, provided that the two input energies are exact ground energies. Statistical noise or a finite-temperature bias in them can push the line below the true energy. Freedom from the sign problem explains why the inputs are available; the argument itself uses only that $H_0$ and $V$ are Hermitian and that $a<b\le g$.

## Levels, expectation values and the line

The finite type `n` labels the basis states, and a state is a complex vector $\psi$ over it.

In Lean 4 with Mathlib:

```lean
import Mathlib

open Matrix
open scoped ComplexOrder

namespace CouplingExtrapolation

noncomputable section

variable {n : Type*} [Fintype n]
```

An energy level of $H$ is a real $E$ for which $H\psi=E\psi$ has a solution with $\psi^\dagger\psi=1$.

```lean
/-- The real energies `E` for which `H ψ = E ψ` has a normalised solution `ψ`. -/
def energyLevels (H : Matrix n n ℂ) : Set ℝ :=
  {E | ∃ ψ : n → ℂ, star ψ ⬝ᵥ ψ = 1 ∧ H *ᵥ ψ = (E : ℂ) • ψ}
```

The ground energy is defined as the infimum of the levels. That it is an attained minimum is proved below.

```lean
/-- The ground energy of a Hermitian matrix `H` of nonzero dimension: the infimum of its
energy levels. -/
def groundEnergy (H : Matrix n n ℂ) : ℝ := sInf (energyLevels H)
```

A ground state is a normalised eigenvector at that energy. It need not be unique.

```lean
/-- A normalised state `ψ` with `H ψ = E ψ`, where `E` is the ground energy of `H`. -/
def IsGroundState (H : Matrix n n ℂ) (ψ : n → ℂ) : Prop :=
  star ψ ⬝ᵥ ψ = 1 ∧ H *ᵥ ψ = (groundEnergy H : ℂ) • ψ
```

Expectation values are $\langle A\rangle_\psi=\mathrm{Re}\,\psi^\dagger A\psi$; for Hermitian $A$ the real part discards nothing.

```lean
/-- The expectation value of a Hermitian observable `A` in a normalised state `ψ`. -/
def expect (A : Matrix n n ℂ) (ψ : n → ℂ) : ℝ := (star ψ ⬝ᵥ A *ᵥ ψ).re
```

The Hamiltonian is $H(g)=H_0+gV$ with real $g$, and $E(g)$ denotes its ground energy.

```lean
/-- The Hamiltonian `H0 + g V` at real coupling `g`. -/
def hamiltonian (H0 V : Matrix n n ℂ) (g : ℝ) : Matrix n n ℂ := H0 + (g : ℂ) • V
```

With the secant slope $s=\dfrac{E(b)-E(a)}{b-a}$, the extrapolated value is $L(g)=E(a)+s\,(g-a)$.

```lean
/-- The straight line through the values of `E` at two distinct couplings `a ≠ b`,
evaluated at `g`. -/
def linearExtrapolation (E : ℝ → ℝ) (a b g : ℝ) : ℝ :=
  E a + (E b - E a) / (b - a) * (g - a)
```

## A fixed state has an energy linear in the coupling

For a fixed $\psi$,
$$\langle H(g)\rangle_\psi=\langle H_0\rangle_\psi+g\,\langle V\rangle_\psi .$$

```lean
/-- In a fixed state the expectation value of `H0 + g V` is linear in the coupling. -/
theorem expect_hamiltonian (H0 V : Matrix n n ℂ) (g : ℝ) (ψ : n → ℂ) :
    expect (hamiltonian H0 V g) ψ = expect H0 ψ + g * expect V ψ := by
  simp [expect, hamiltonian, Matrix.add_mulVec, Matrix.smul_mulVec, dotProduct_add,
    dotProduct_smul]
```

If $\psi$ is a ground state of $H$ with energy $E$, then $\psi^\dagger H\psi=E\,\psi^\dagger\psi=E$.

```lean
/-- The expectation value of `H` in a ground state is the ground energy. -/
theorem expect_groundState {H : Matrix n n ℂ} {ψ : n → ℂ} (h : IsGroundState H ψ) :
    expect H ψ = groundEnergy H := by
  unfold expect
  rw [h.2, dotProduct_smul, h.1]
  simp
```

## The lowest level exists and bounds every trial energy

The spectral theorem supplies a normalised eigenvector for each of its real eigenvalues, so a Hermitian matrix of nonzero dimension has at least one level.

```lean
variable [DecidableEq n]

/-- Each eigenvalue supplied by the spectral theorem for a Hermitian matrix is an energy
level. -/
theorem eigenvalue_mem {H : Matrix n n ℂ} (hH : H.IsHermitian) (i : n) :
    hH.eigenvalues i ∈ energyLevels H := by
  refine ⟨(hH.eigenvectorBasis i).ofLp, ?_, ?_⟩
  · have h : inner ℂ (hH.eigenvectorBasis i) (hH.eigenvectorBasis i) = 1 := by
      rw [inner_self_eq_norm_sq_to_K, hH.eigenvectorBasis.orthonormal.1 i]
      simp
    rw [EuclideanSpace.inner_eq_star_dotProduct] at h
    rw [dotProduct_comm]
    exact h
  · refine (hH.mulVec_eigenvectorBasis i).trans ?_
    ext j
    simp
```

Every level $\mu$ satisfies $\det(\mu-H)=0$. The characteristic polynomial has finitely many roots, so the set of levels is finite and nonempty, and its infimum belongs to it. In the proof these two properties are `hfin` and `hne`.

```lean
variable [Nonempty n]

/-- For a Hermitian matrix of nonzero dimension the ground energy is the lowest energy
level, and it is attained. -/
theorem groundEnergy_isLeast {H : Matrix n n ℂ} (hH : H.IsHermitian) :
    IsLeast (energyLevels H) (groundEnergy H) := by
  -- energy levels are roots of the characteristic polynomial, hence finite in number
  have hfin : (energyLevels H).Finite := by
    have h := (Polynomial.finite_setOfPred_isRoot H.charpoly_monic.ne_zero).preimage
      (Complex.ofReal_injective.injOn (s := _))
    refine h.subset ?_
    rintro μ ⟨ψ, h1, h2⟩
    have h0 : ψ ≠ 0 := by
      rintro rfl
      simp at h1
    change H.charpoly.eval (μ : ℂ) = 0
    rw [Matrix.eval_charpoly]
    refine Matrix.exists_mulVec_eq_zero_iff.mp ⟨ψ, h0, ?_⟩
    ext i
    simp [Matrix.sub_mulVec, h2, Matrix.scalar_apply]
  have hne : (energyLevels H).Nonempty := ⟨_, eigenvalue_mem hH (Classical.arbitrary n)⟩
  exact ⟨hne.csInf_mem hfin, fun μ hμ => csInf_le hfin.bddBelow hμ⟩
```

Let $E_0$ be the ground energy of $H$ and put $S=H-E_0$. If $S\varphi=\sigma\varphi$ with $\varphi$ normalised, then $\sigma+E_0$ is a level of $H$, so $\sigma\ge 0$. Hence $S$ is positive semidefinite (`hP`), and for normalised $\psi$
$$0\le\psi^\dagger S\psi=\psi^\dagger H\psi-E_0 .$$
This is the variational principle. If equality holds, expand $\psi$ in eigenvectors of $S$ with coefficients $c_i$. Then $\sum_i\sigma_i|c_i|^2=0$, so only components with $\sigma_i=0$ survive and $S\psi=0$: the trial state is a ground state. The proof takes this last step from `dotProduct_mulVec_zero_iff`.

```lean
/-- Variational principle: for Hermitian `H` a normalised trial state never has energy below
the ground energy, and if it reaches the ground energy it is a ground state. -/
theorem variational {H : Matrix n n ℂ} (hH : H.IsHermitian) {ψ : n → ℂ}
    (hψ : star ψ ⬝ᵥ ψ = 1) :
    groundEnergy H ≤ expect H ψ ∧ (expect H ψ = groundEnergy H → IsGroundState H ψ) := by
  have hS : (H - (groundEnergy H : ℂ) • (1 : Matrix n n ℂ)).IsHermitian := by
    unfold Matrix.IsHermitian
    rw [Matrix.conjTranspose_sub, hH.eq]
    simp [Matrix.conjTranspose_smul]
  -- the shifted Hamiltonian has no negative level
  have hP : (H - (groundEnergy H : ℂ) • (1 : Matrix n n ℂ)).PosSemidef := by
    refine hS.posSemidef_iff_eigenvalues_nonneg.mpr fun i => ?_
    change (0 : ℝ) ≤ hS.eigenvalues i
    obtain ⟨φ, h1, h2⟩ := eigenvalue_mem hS i
    rw [Matrix.sub_mulVec, Matrix.smul_mulVec, Matrix.one_mulVec] at h2
    have hmem : hS.eigenvalues i + groundEnergy H ∈ energyLevels H := by
      refine ⟨φ, h1, ?_⟩
      rw [Complex.ofReal_add, add_smul]
      exact sub_eq_iff_eq_add.mp h2
    have := (groundEnergy_isLeast hH).2 hmem
    linarith
  have key : star ψ ⬝ᵥ (H - (groundEnergy H : ℂ) • (1 : Matrix n n ℂ)) *ᵥ ψ
      = star ψ ⬝ᵥ H *ᵥ ψ - (groundEnergy H : ℂ) := by
    rw [Matrix.sub_mulVec, Matrix.smul_mulVec, Matrix.one_mulVec, dotProduct_sub,
      dotProduct_smul, hψ, smul_eq_mul, mul_one]
  have hpos := hP.dotProduct_mulVec_nonneg ψ
  have hc := Complex.le_def.mp hpos
  have hre := hc.1
  rw [key, Complex.sub_re, Complex.ofReal_re, Complex.zero_re] at hre
  refine ⟨by unfold expect; linarith, fun he => ⟨hψ, ?_⟩⟩
  -- a zero expectation value of a positive operator forces a null vector
  have hz : star ψ ⬝ᵥ (H - (groundEnergy H : ℂ) • (1 : Matrix n n ℂ)) *ᵥ ψ = 0 := by
    apply Complex.ext
    · rw [key, Complex.sub_re, Complex.ofReal_re, Complex.zero_re]
      unfold expect at he
      linarith
    · exact hc.2.symm
  have hv := (hP.dotProduct_mulVec_zero_iff ψ).mp hz
  rw [Matrix.sub_mulVec, Matrix.smul_mulVec, Matrix.one_mulVec] at hv
  exact sub_eq_zero.mp hv
```

Since $g$ is real, $H(g)^\dagger=H_0^\dagger+gV^\dagger=H(g)$, and the principle applies at every coupling.

```lean
omit [Fintype n] [DecidableEq n] [Nonempty n] in
/-- The Hamiltonian `H0 + g V` is Hermitian when `H0` and `V` are. -/
theorem hamiltonian_isHermitian {H0 V : Matrix n n ℂ} (h0 : H0.IsHermitian)
    (hV : V.IsHermitian) (g : ℝ) : (hamiltonian H0 V g).IsHermitian := by
  unfold Matrix.IsHermitian hamiltonian
  rw [Matrix.conjTranspose_add, Matrix.conjTranspose_smul, h0.eq, hV.eq]
  simp
```

## The Hellmann–Feynman line lies between the true energy and the secant

Let $\psi$ be a ground state at $b$ and write $v=\langle V\rangle_\psi$. Then $E(b)=\langle H_0\rangle_\psi+bv$. Using the same $\psi$ as a trial state at $a$ and at $g$ gives
$$E(a)\le E(b)-(b-a)v,\qquad E(g)\le E(b)+(g-b)v .$$
The first inequality says $v\le s$. Multiplying by $g-b\ge 0$ and using $E(b)=E(a)+(b-a)s$,
$$E(g)\le E(b)+(g-b)v\le E(b)+(g-b)s=L(g).$$
The middle expression is the Hellmann–Feynman line at $b$. It is the tangent to $E$ at $b$ if the ground state there is nondegenerate. If the ground state is degenerate, $v$ may depend on the state chosen and the line need not be a tangent, but the inequalities hold for each choice. A calculation that also measures $\langle V\rangle$ at $b$ therefore has an upper bound at least as good as the two-point one.

In the proof, `ea` and `eg` are the trial-state inequalities, `hv` is $v\le s$, and `hm` is its product with $g-b$.

```lean
/-- For Hermitian `H0`, `V` and `a < b ≤ g`, the line through `E(b)` with slope `⟨V⟩` in a ground
state at `b`, lies at `g` between the ground energy and the line through `E(a)` and `E(b)`. -/
theorem tangent_between {H0 V : Matrix n n ℂ} (h0 : H0.IsHermitian) (hV : V.IsHermitian)
    {a b g : ℝ} (hab : a < b) (hbg : b ≤ g) {ψ : n → ℂ}
    (hψ : IsGroundState (hamiltonian H0 V b) ψ) :
    groundEnergy (hamiltonian H0 V g)
        ≤ groundEnergy (hamiltonian H0 V b) + (g - b) * expect V ψ ∧
      groundEnergy (hamiltonian H0 V b) + (g - b) * expect V ψ
        ≤ linearExtrapolation (fun t => groundEnergy (hamiltonian H0 V t)) a b g := by
  have ea := (variational (hamiltonian_isHermitian h0 hV a) hψ.1).1
  have eg := (variational (hamiltonian_isHermitian h0 hV g) hψ.1).1
  have eb := expect_groundState hψ
  rw [expect_hamiltonian] at ea eg eb
  refine ⟨by linarith, ?_⟩
  have hd : 0 < b - a := sub_pos.mpr hab
  unfold linearExtrapolation
  dsimp only
  -- the secant slope is at least `⟨V⟩`
  have hs := div_mul_cancel₀
    (groundEnergy (hamiltonian H0 V b) - groundEnergy (hamiltonian H0 V a)) hd.ne'
  have hv : expect V ψ ≤ (groundEnergy (hamiltonian H0 V b)
      - groundEnergy (hamiltonian H0 V a)) / (b - a) := by
    rw [le_div_iff₀ hd]
    linarith
  have hm := mul_le_mul_of_nonneg_right hv (sub_nonneg.mpr hbg)
  linarith
```

A ground state at $b$ exists, so the outer inequality $E(g)\le L(g)$ holds for all $a<b\le g$. The case $b\le 0$, $g=1$ is the extrapolation out of the sign-free region.

```lean
/-- For Hermitian `H0`, `V` and `a < b ≤ g`, the straight line through the ground energies at
`a` and `b`, extrapolated to `g`, is never below the ground energy at `g`. -/
theorem extrapolation_overestimates {H0 V : Matrix n n ℂ} (h0 : H0.IsHermitian)
    (hV : V.IsHermitian) {a b g : ℝ} (hab : a < b) (hbg : b ≤ g) :
    groundEnergy (hamiltonian H0 V g)
      ≤ linearExtrapolation (fun t => groundEnergy (hamiltonian H0 V t)) a b g := by
  obtain ⟨ψ, hψ⟩ := (groundEnergy_isLeast (hamiltonian_isHermitian h0 hV b)).1
  have h := tangent_between h0 hV hab hbg hψ
  exact h.1.trans h.2
```

The condition $b\le g$ cannot be weakened to $a<g$. Take $H_0=\sigma_x$ and $V=\sigma_z$, for which $E(g)=-\sqrt{1+g^2}$. With $a=-1$ and $b=1$ the line is constant at $-\sqrt2$, whereas $E(0)=-1$. Interpolation to $g=0$ underestimates the energy.

## Exactness requires a common ground state

Now let $b<g$. If $L(g)=E(g)$, both inequalities in the chain are equalities, and dividing by $g-b>0$ gives $v=s$. Then
$$E(a)=E(b)-(b-a)v=\langle H(a)\rangle_\psi,\qquad E(g)=\langle H(g)\rangle_\psi ,$$
and the equality case of the variational principle makes $\psi$ a ground state at $a$ and $g$ as well as at $b$. Conversely, if one $\psi$ is a ground state at all three couplings, the three energies are values of the linear function $\langle H_0\rangle_\psi+t\langle V\rangle_\psi$, and the extrapolation is exact.

```lean
/-- For Hermitian `H0`, `V` of nonzero dimension and `a < b < g`, the extrapolation is exact if and
only if one state is a ground state at all three couplings. -/
theorem extrapolation_exact_iff {H0 V : Matrix n n ℂ} (h0 : H0.IsHermitian)
    (hV : V.IsHermitian) {a b g : ℝ} (hab : a < b) (hbg : b < g) :
    groundEnergy (hamiltonian H0 V g)
        = linearExtrapolation (fun t => groundEnergy (hamiltonian H0 V t)) a b g ↔
      ∃ ψ, IsGroundState (hamiltonian H0 V a) ψ ∧ IsGroundState (hamiltonian H0 V b) ψ ∧
        IsGroundState (hamiltonian H0 V g) ψ := by
  have hd : b - a ≠ 0 := (sub_pos.mpr hab).ne'
  constructor
  · intro h
    obtain ⟨ψ, hψ⟩ := (groundEnergy_isLeast (hamiltonian_isHermitian h0 hV b)).1
    have ht := tangent_between h0 hV hab hbg.le hψ
    have eb := expect_groundState hψ
    rw [expect_hamiltonian] at eb
    have hE := le_antisymm ht.2 (h ▸ ht.1)
    unfold linearExtrapolation at hE
    dsimp only at hE
    have hs := div_mul_cancel₀
      (groundEnergy (hamiltonian H0 V b) - groundEnergy (hamiltonian H0 V a)) hd
    -- the secant slope equals `⟨V⟩`
    have hz : (g - b) * ((groundEnergy (hamiltonian H0 V b)
        - groundEnergy (hamiltonian H0 V a)) / (b - a) - expect V ψ) = 0 := by
      linear_combination -hE - hs
    have hv := sub_eq_zero.mp ((mul_eq_zero.mp hz).resolve_left (sub_pos.mpr hbg).ne')
    rw [hv] at hs
    refine ⟨ψ, (variational (hamiltonian_isHermitian h0 hV a) hψ.1).2 ?_, hψ,
      (variational (hamiltonian_isHermitian h0 hV g) hψ.1).2 ?_⟩
    · rw [expect_hamiltonian]
      linarith
    · rw [expect_hamiltonian]
      linarith [ht.1, ht.2.trans h.ge]
  · rintro ⟨ψ, ha, hb, hg⟩
    unfold linearExtrapolation
    dsimp only
    rw [← expect_groundState ha, ← expect_groundState hb, ← expect_groundState hg,
      expect_hamiltonian, expect_hamiltonian, expect_hamiltonian]
    have hv : (expect H0 ψ + b * expect V ψ - (expect H0 ψ + a * expect V ψ)) / (b - a)
        = expect V ψ := by
      rw [div_eq_iff hd]
      ring
    rw [hv]
    ring
```

A common ground state at $a$ and $b$ obeys two eigenvalue equations. Their difference and the equation at $a$ give
$$V\psi=s\psi,\qquad H_0\psi=\bigl(E(a)-as\bigr)\psi .$$
So if no nonzero vector is an eigenvector of both $H_0$ and $V$, the overestimate is strict. This is the hypothesis `hno`; physically, no state is stationary under both parts of the Hamiltonian.

```lean
/-- For `a < b < g`, if the Hermitian matrices `H0` and `V` have nonzero dimension and no common
eigenvector, the extrapolation lies strictly above the ground energy at `g`. -/
theorem extrapolation_strict {H0 V : Matrix n n ℂ} (h0 : H0.IsHermitian)
    (hV : V.IsHermitian) {a b g : ℝ} (hab : a < b) (hbg : b < g)
    (hno : ∀ (ψ : n → ℂ) (μ ν : ℂ), H0 *ᵥ ψ = μ • ψ → V *ᵥ ψ = ν • ψ → ψ = 0) :
    groundEnergy (hamiltonian H0 V g)
      < linearExtrapolation (fun t => groundEnergy (hamiltonian H0 V t)) a b g := by
  refine lt_of_le_of_ne (extrapolation_overestimates h0 hV hab hbg.le) fun h => ?_
  obtain ⟨ψ, ha, hb, -⟩ := (extrapolation_exact_iff h0 hV hab hbg).mp h
  have hc : (b : ℂ) - a ≠ 0 := by
    exact_mod_cast (sub_pos.mpr hab).ne'
  have comp : ∀ t : ℝ, IsGroundState (hamiltonian H0 V t) ψ → ∀ i,
      (H0 *ᵥ ψ) i + t * (V *ᵥ ψ) i = groundEnergy (hamiltonian H0 V t) * ψ i := by
    intro t ht i
    have h2 := congrFun ht.2 i
    rw [show hamiltonian H0 V t *ᵥ ψ = H0 *ᵥ ψ + (t : ℂ) • (V *ᵥ ψ) by
      rw [hamiltonian, Matrix.add_mulVec, Matrix.smul_mulVec]] at h2
    exact h2
  -- subtracting the two eigenvalue equations isolates V
  have hVi : ∀ i, (V *ᵥ ψ) i = ((groundEnergy (hamiltonian H0 V b) : ℂ)
      - groundEnergy (hamiltonian H0 V a)) / (b - a) * ψ i := by
    intro i
    rw [div_mul_eq_mul_div, eq_div_iff hc]
    linear_combination comp b hb i - comp a ha i
  have hzero : ψ = 0 := by
    refine hno ψ ((groundEnergy (hamiltonian H0 V a) : ℂ)
      - a * (((groundEnergy (hamiltonian H0 V b) : ℂ)
        - groundEnergy (hamiltonian H0 V a)) / (b - a))) _ ?_ (funext hVi)
    funext i
    rw [Pi.smul_apply, smul_eq_mul]
    linear_combination comp a ha i - (a : ℂ) * hVi i
  have h1 := ha.1
  rw [hzero] at h1
  simp at h1
```

The two-level system $\sigma_x+g\sigma_z$ satisfies it. Let $\psi=(\psi_0,\psi_1)$ be an eigenvector of both matrices, with $\sigma_z\psi=\nu\psi$ and $\sigma_x\psi=\mu\psi$. The first equation reads $\psi_0=\nu\psi_0$ and $-\psi_1=\nu\psi_1$. Multiplying these by $\psi_1$ and $\psi_0$ and subtracting gives $2\psi_0\psi_1=0$, so one component vanishes. The second reads $\psi_1=\mu\psi_0$ and $\psi_0=\mu\psi_1$, so the other vanishes too.

```lean
/-- For the two-level Hamiltonian `σx + g σz` and `a < b < g`, linear extrapolation strictly
overestimates the ground energy. -/
theorem twoLevel_strict {a b g : ℝ} (hab : a < b) (hbg : b < g) :
    groundEnergy (hamiltonian !![0, 1; 1, 0] !![1, 0; 0, -1] g)
      < linearExtrapolation
          (fun t => groundEnergy (hamiltonian !![0, 1; 1, 0] !![1, 0; 0, -1] t)) a b g := by
  refine extrapolation_strict ?_ ?_ hab hbg ?_
  · ext i j
    fin_cases i <;> fin_cases j <;> simp
  · ext i j
    fin_cases i <;> fin_cases j <;> simp
  · intro ψ μ ν hx hz
    have x0 : ψ 1 = μ * ψ 0 := by
      simpa [Matrix.mulVec, dotProduct, Fin.sum_univ_succ] using congrFun hx 0
    have x1 : ψ 0 = μ * ψ 1 := by
      simpa [Matrix.mulVec, dotProduct, Fin.sum_univ_succ] using congrFun hx 1
    have z0 : ψ 0 = ν * ψ 0 := by
      simpa [Matrix.mulVec, dotProduct, Fin.sum_univ_succ] using congrFun hz 0
    have z1 : -ψ 1 = ν * ψ 1 := by
      simpa [Matrix.mulVec, dotProduct, Fin.sum_univ_succ] using congrFun hz 1
    -- an eigenvector of σz has a vanishing component, and σx then removes the other
    have hp : ψ 0 * ψ 1 = 0 := by
      linear_combination (1 / 2 : ℂ) * ψ 1 * z0 - (1 / 2 : ℂ) * ψ 0 * z1
    have both : ψ 0 = 0 ∧ ψ 1 = 0 := by
      rcases mul_eq_zero.mp hp with h | h
      · exact ⟨h, by rw [x0, h, mul_zero]⟩
      · exact ⟨by rw [x1, h, mul_zero], h⟩
    funext i
    fin_cases i
    · exact both.1
    · exact both.2

end

end CouplingExtrapolation
```

```lean
#print axioms CouplingExtrapolation.groundEnergy_isLeast
#print axioms CouplingExtrapolation.twoLevel_strict
```

```
'CouplingExtrapolation.groundEnergy_isLeast' depends on axioms: [propext, Classical.choice, Quot.sound]
'CouplingExtrapolation.twoLevel_strict' depends on axioms: [propext, Classical.choice, Quot.sound]
```
